# For positive denominators, the second-order driven-renormalization correlation energy runs from zero to MP2

## Small denominators in MP2

When a bond is stretched, the gap between occupied and virtual orbitals can become small. Each double excitation $i$ out of the Hartree–Fock determinant contributes $-|K_i|^2/D_i$ to the second-order Møller–Plesset (MP2) correlation energy. Here $K_i$ is the antisymmetrized two-electron integral and $D_i$ is the sum of the two virtual orbital energies minus that of the two occupied ones. If $D_i$ tends to zero at fixed $K_i\ne0$, the contribution grows without limit.

The driven similarity renormalization group (DSRG), here called driven renormalization for short, damps such terms through a flow parameter $s\ge 0$, with units of inverse energy squared. At second order,

$$E(s)=-\sum_i \frac{|K_i|^2\left(1-e^{-2sD_i^2}\right)}{D_i},\qquad E_{\mathrm{MP2}}=-\sum_i\frac{|K_i|^2}{D_i}.$$

## What holds along the flow

Let the family of excitations be finite, with every $D_i>0$ and at least one $K_i\ne0$. Then:

- $E(0)=0$, so the total energy starts at the Hartree–Fock value.
- $E$ is strictly decreasing, and $E(s)\to E_{\mathrm{MP2}}$ as $s\to\infty$.
- The values of $E$ on $s\ge0$ fill exactly the interval $(E_{\mathrm{MP2}},0]$.
- For $s\ge0$, $|E(s)|\le\sqrt{2s}\,\sum_i|K_i|^2$.

The last bound contains no denominators: at fixed $s$ and fixed couplings, this second-order energy stays bounded however small the positive gaps become.

## Derivation from the missing part

Subtracting the two sums term by term gives the magnitude of the part of MP2 still missing at $s\ge0$:

$$R(s)=E(s)-E_{\mathrm{MP2}}=\sum_i\frac{|K_i|^2e^{-2sD_i^2}}{D_i}.$$

**Start and monotonicity.** At $s=0$ every exponential is 1, so $E(0)=0$. If $s<t$, then $e^{-2tD_i^2}<e^{-2sD_i^2}$ for every $i$. Multiplying by $|K_i|^2/D_i\ge0$ keeps the inequality, strictly where $K_i\ne0$. Hence $R(t)<R(s)$ and $E(t)<E(s)$.

**Limit.** Each exponential tends to zero and the sum is finite, so $R(s)\to0$.

**Bound.** Put $x=\sqrt{2s}\,D_i\ge0$. If $x\le1$, then $e^{-x^2}\ge1-x^2$ gives $1-e^{-x^2}\le x^2\le x$. If $x\ge1$, then $1-e^{-x^2}<1\le x$. Each term of $|E(s)|$ is therefore at most $|K_i|^2x/D_i=\sqrt{2s}\,|K_i|^2$.

**Range.** For $s\ge0$, monotonicity gives $E(s)\le0$ and, together with the limit, $E_{\mathrm{MP2}}\le E(s+1)<E(s)$. Conversely, if $E_{\mathrm{MP2}}<y\le0$, the limit supplies a $T\ge0$ with $E(T)<y$. Since $E$ is continuous, it takes the value $y$ somewhere on $[0,T]$.

**Gap estimate.** If every $D_i\ge\Delta>0$ and $s\ge0$, then $e^{-2sD_i^2}\le e^{-2s\Delta^2}$, so $R(s)\le e^{-2s\Delta^2}|E_{\mathrm{MP2}}|$.

## Two excitations in numbers

In atomic units, take $K_1=K_2=0.1$, $D_1=1$, $D_2=0.1$ and $s=1/2$. Then $E_{\mathrm{MP2}}=-0.01-0.1=-0.11$, while

$$E(1/2)=-0.01(1-e^{-1})-0.1(1-e^{-0.01})\approx-0.0073.$$

The bound is $0.02$. Reducing $D_2$ to $0.01$ takes MP2 to $-1.01$ and leaves the bound unchanged.

## In a program

An MP2 loop needs one change: the factor $1/D_i$ becomes $(1-e^{-2sD_i^2})/D_i$. For small $D_i$ the numerator suffers cancellation, which `-expm1(-2*s*D*D)/D` avoids.

## The statement in Lean

The finite type `ι` labels distinct excitations, `K : ι → ℂ` holds the couplings and `D : ι → ℝ` the denominators. `StrictAnti` covers all real `s`, including unphysical negative values. `Tendsto … atTop` is the limit $s\to\infty$, `Set.Ici 0` is $[0,\infty)$, and `Set.Ioc` is the interval open below and closed above.

The energy formula is a definition here, not derived from the DSRG equations. Couplings and denominators are independent of `s`. The hypothesis `hD` stands for a reference in which every double excitation costs orbital energy.

```lean
import Mathlib

open Filter Topology

namespace DrivenRenormalizationMP2

noncomputable section

variable {ι : Type*} [Fintype ι]

/-- The second-order driven-renormalization energy at flow parameter `s`, for couplings `K i`
and nonzero energy denominators `D i`. -/
def dsrgEnergy (K : ι → ℂ) (D : ι → ℝ) (s : ℝ) : ℝ :=
  -∑ i, ‖K i‖ ^ 2 * (1 - Real.exp (-2 * s * D i ^ 2)) / D i

/-- The MP2 correlation energy for couplings `K i` and nonzero energy denominators `D i`. -/
def mp2Energy (K : ι → ℂ) (D : ι → ℝ) : ℝ :=
  -∑ i, ‖K i‖ ^ 2 / D i

/-- The renormalized energy minus the MP2 energy is the sum of the terms `‖K i‖² / D i`, each
multiplied by `exp(-2 s (D i)²)`. -/
theorem dsrgEnergy_sub_mp2Energy (K : ι → ℂ) (D : ι → ℝ) (s : ℝ) :
    dsrgEnergy K D s - mp2Energy K D =
      ∑ i, ‖K i‖ ^ 2 * Real.exp (-2 * s * D i ^ 2) / D i := by
  unfold dsrgEnergy mp2Energy
  rw [neg_sub_neg, ← Finset.sum_sub_distrib]
  refine Finset.sum_congr rfl fun i _ => ?_
  ring

/-- If all denominators are positive and at least one coupling is nonzero, the renormalized
energy decreases strictly along the flow. -/
theorem dsrgEnergy_strictAnti (K : ι → ℂ) (D : ι → ℝ) (hD : ∀ i, 0 < D i)
    (hK : ∃ i, K i ≠ 0) : StrictAnti (dsrgEnergy K D) := by
  intro s t hst
  -- every damping factor shrinks as the flow parameter grows
  have he : ∀ i, Real.exp (-2 * t * D i ^ 2) < Real.exp (-2 * s * D i ^ 2) := fun i =>
    Real.exp_lt_exp.mpr (by nlinarith [mul_pos (sub_pos.mpr hst) (pow_pos (hD i) 2)])
  have hsum : ∑ i, ‖K i‖ ^ 2 * Real.exp (-2 * t * D i ^ 2) / D i <
      ∑ i, ‖K i‖ ^ 2 * Real.exp (-2 * s * D i ^ 2) / D i := by
    obtain ⟨j, hj⟩ := hK
    refine Finset.sum_lt_sum (fun i _ => ?_) ⟨j, Finset.mem_univ j, ?_⟩
    · exact (div_le_div_iff_of_pos_right (hD i)).mpr
        (mul_le_mul_of_nonneg_left (he i).le (sq_nonneg _))
    · exact (div_lt_div_iff_of_pos_right (hD j)).mpr
        (mul_lt_mul_of_pos_left (he j) (pow_pos (norm_pos_iff.mpr hj) 2))
  linarith [dsrgEnergy_sub_mp2Energy K D s, dsrgEnergy_sub_mp2Energy K D t]

/-- For positive denominators the renormalized energy tends to the MP2 energy as the flow
parameter goes to infinity. -/
theorem dsrgEnergy_tendsto_mp2Energy (K : ι → ℂ) (D : ι → ℝ) (hD : ∀ i, 0 < D i) :
    Tendsto (dsrgEnergy K D) atTop (𝓝 (mp2Energy K D)) := by
  -- each damped term vanishes in the limit
  have hterm : ∀ i, Tendsto (fun s : ℝ => ‖K i‖ ^ 2 * Real.exp (-2 * s * D i ^ 2) / D i)
      atTop (𝓝 0) := by
    intro i
    have h1 : Tendsto (fun s : ℝ => (-2 * D i ^ 2) * s) atTop atBot :=
      Tendsto.const_mul_atTop_of_neg (by nlinarith [pow_pos (hD i) 2]) tendsto_id
    have h2 : Tendsto (fun s : ℝ => -2 * s * D i ^ 2) atTop atBot :=
      h1.congr (fun s => by ring)
    have h3 : Tendsto (fun s : ℝ => Real.exp (-2 * s * D i ^ 2)) atTop (𝓝 0) :=
      Real.tendsto_exp_atBot.comp h2
    have h4 := (h3.const_mul (‖K i‖ ^ 2)).div_const (D i)
    rw [mul_zero, zero_div] at h4
    exact h4
  have hsum : Tendsto (fun s : ℝ => ∑ i, ‖K i‖ ^ 2 * Real.exp (-2 * s * D i ^ 2) / D i)
      atTop (𝓝 (∑ _i : ι, (0 : ℝ))) := tendsto_finsetSum _ (fun i _ => hterm i)
  have h := hsum.const_add (mp2Energy K D)
  rw [Finset.sum_const_zero, add_zero] at h
  refine h.congr fun s => ?_
  linarith [dsrgEnergy_sub_mp2Energy K D s]

/-- For positive denominators and `s ≥ 0`, the magnitude of the renormalized energy is at most
`√(2s)` times the sum of the squared couplings, whatever the size of the denominators. -/
theorem abs_dsrgEnergy_le (K : ι → ℂ) (D : ι → ℝ) (hD : ∀ i, 0 < D i) {s : ℝ} (hs : 0 ≤ s) :
    |dsrgEnergy K D s| ≤ Real.sqrt (2 * s) * ∑ i, ‖K i‖ ^ 2 := by
  unfold dsrgEnergy
  rw [abs_neg, Finset.mul_sum]
  refine (Finset.abs_sum_le_sum_abs _ _).trans (Finset.sum_le_sum fun i _ => ?_)
  have hx0 : 0 ≤ Real.sqrt (2 * s) * D i := mul_nonneg (Real.sqrt_nonneg _) (hD i).le
  have hx2 : (Real.sqrt (2 * s) * D i) ^ 2 = 2 * s * D i ^ 2 := by
    rw [mul_pow, Real.sq_sqrt (by linarith)]
  have h0 : 0 ≤ 1 - Real.exp (-2 * s * D i ^ 2) := by
    have : Real.exp (-2 * s * D i ^ 2) ≤ 1 :=
      Real.exp_le_one_iff.mpr (by nlinarith [mul_nonneg hs (sq_nonneg (D i))])
    linarith
  -- 1 - exp(-x²) ≤ x for x ≥ 0, with x = √(2s) D
  have h1 : 1 - Real.exp (-2 * s * D i ^ 2) ≤ Real.sqrt (2 * s) * D i := by
    rcases le_total (Real.sqrt (2 * s) * D i) 1 with h | h
    · nlinarith [Real.add_one_le_exp (-2 * s * D i ^ 2), mul_nonneg hx0 (sub_nonneg.mpr h)]
    · linarith [Real.exp_pos (-2 * s * D i ^ 2)]
  rw [abs_of_nonneg (div_nonneg (mul_nonneg (sq_nonneg _) h0) (hD i).le), div_le_iff₀ (hD i)]
  linarith [mul_le_mul_of_nonneg_left h1 (sq_nonneg ‖K i‖)]

/-- If every denominator is at least a gap `Δ > 0` and `s ≥ 0`, the renormalized energy lies
above the MP2 energy by at most `exp(-2sΔ²)` times the magnitude of the MP2 energy. -/
theorem dsrgEnergy_sub_mp2Energy_le (K : ι → ℂ) (D : ι → ℝ) {Δ s : ℝ} (hΔ : 0 < Δ)
    (hgap : ∀ i, Δ ≤ D i) (hs : 0 ≤ s) :
    dsrgEnergy K D s - mp2Energy K D ≤ Real.exp (-2 * s * Δ ^ 2) * (-mp2Energy K D) := by
  rw [dsrgEnergy_sub_mp2Energy]
  unfold mp2Energy
  rw [neg_neg, Finset.mul_sum]
  refine Finset.sum_le_sum fun i _ => ?_
  have hsq : Δ ^ 2 ≤ D i ^ 2 := pow_le_pow_left₀ hΔ.le (hgap i) 2
  have he : Real.exp (-2 * s * D i ^ 2) ≤ Real.exp (-2 * s * Δ ^ 2) :=
    Real.exp_le_exp.mpr (by nlinarith [mul_le_mul_of_nonneg_left hsq hs])
  calc ‖K i‖ ^ 2 * Real.exp (-2 * s * D i ^ 2) / D i
      = Real.exp (-2 * s * D i ^ 2) * (‖K i‖ ^ 2 / D i) := by ring
    _ ≤ Real.exp (-2 * s * Δ ^ 2) * (‖K i‖ ^ 2 / D i) :=
        mul_le_mul_of_nonneg_right he (div_nonneg (sq_nonneg _) (hΔ.le.trans (hgap i)))

/-- For positive denominators and at least one nonzero coupling, the energies reached at
`s ≥ 0` are exactly those above the MP2 energy and not above zero. -/
theorem dsrgEnergy_image (K : ι → ℂ) (D : ι → ℝ) (hD : ∀ i, 0 < D i) (hK : ∃ i, K i ≠ 0) :
    dsrgEnergy K D '' Set.Ici 0 = Set.Ioc (mp2Energy K D) 0 := by
  have hzero : dsrgEnergy K D 0 = 0 := by simp [dsrgEnergy]
  have hanti := dsrgEnergy_strictAnti K D hD hK
  have hlim := dsrgEnergy_tendsto_mp2Energy K D hD
  ext y
  constructor
  · rintro ⟨s, hs, rfl⟩
    refine ⟨?_, hzero ▸ hanti.antitone hs⟩
    -- the energy at s + 1 is lower still, and no energy lies below the limit
    exact (hanti.antitone.le_of_tendsto hlim (s + 1)).trans_lt (hanti (lt_add_one s))
  · rintro ⟨hy, hy0⟩
    obtain ⟨T, hTy, hT⟩ := ((hlim.eventually_lt_const hy).and (eventually_ge_atTop 0)).exists
    have hc : Continuous (fun s => dsrgEnergy K D s) := by
      simp only [dsrgEnergy]
      fun_prop
    -- intermediate value theorem between s = 0 and s = T
    obtain ⟨s, hs, hsy⟩ := intermediate_value_Icc' hT hc.continuousOn
      ⟨hTy.le, hy0.trans_eq hzero.symm⟩
    exact ⟨s, hs.1, hsy⟩

/-- For positive denominators and at least one nonzero coupling, the renormalized correlation energy
starts at zero, decreases strictly to the MP2 energy, takes at `s ≥ 0` exactly the values above MP2
and up to zero, and for `s ≥ 0` has magnitude at most `√(2s)` times the sum of the squared
couplings. -/
theorem dsrgEnergy_interpolates (K : ι → ℂ) (D : ι → ℝ) (hD : ∀ i, 0 < D i)
    (hK : ∃ i, K i ≠ 0) :
    dsrgEnergy K D 0 = 0 ∧
    StrictAnti (dsrgEnergy K D) ∧
    Tendsto (dsrgEnergy K D) atTop (𝓝 (mp2Energy K D)) ∧
    dsrgEnergy K D '' Set.Ici 0 = Set.Ioc (mp2Energy K D) 0 ∧
    ∀ s, 0 ≤ s → |dsrgEnergy K D s| ≤ Real.sqrt (2 * s) * ∑ i, ‖K i‖ ^ 2 :=
  ⟨by simp [dsrgEnergy], dsrgEnergy_strictAnti K D hD hK, dsrgEnergy_tendsto_mp2Energy K D hD,
    dsrgEnergy_image K D hD hK, fun _ hs => abs_dsrgEnergy_le K D hD hs⟩

end

end DrivenRenormalizationMP2
```

```lean
#print axioms DrivenRenormalizationMP2.dsrgEnergy_sub_mp2Energy_le
#print axioms DrivenRenormalizationMP2.dsrgEnergy_interpolates
```

```
'DrivenRenormalizationMP2.dsrgEnergy_sub_mp2Energy_le' depends on axioms: [propext, Classical.choice, Quot.sound]
'DrivenRenormalizationMP2.dsrgEnergy_interpolates' depends on axioms: [propext, Classical.choice, Quot.sound]
```

## How the lemmas fit together

`dsrgEnergy_sub_mp2Energy` is the formula for $R(s)$, and monotonicity, limit and gap estimate all rest on it. In `dsrgEnergy_strictAnti`, `Finset.sum_lt_sum` asks for $\le$ in every term and $<$ in one, which the nonzero coupling `hj` provides. `dsrgEnergy_tendsto_mp2Energy` sends each damped term to zero and then adds them.

In `abs_dsrgEnergy_le`, `le_total` splits the cases $x\le1$ and $x\ge1$, and `Real.add_one_le_exp` supplies $e^{-x^2}\ge1-x^2$. `dsrgEnergy_sub_mp2Energy_le` compares exponentials term by term.

`dsrgEnergy_image` proves the two inclusions of the range argument, using `intermediate_value_Icc'`, the intermediate value theorem for a function whose left endpoint value is the higher one. `dsrgEnergy_interpolates` collects the four properties listed at the start.
